# A fermionic hop carries a sign for each occupied mode strictly between its ends

If a program stores fermionic states as bit strings and treats a hop as moving a bit, some of its matrix elements can get the wrong sign. Take three modes 0, 1, 2 with creators c_0, c_1, c_2, annihilators a_0, a_1, a_2 and vacuum v. Moving the particle in mode 0 of the state c_0 c_1 v to mode 2 gives

c_2 a_0 c_0 c_1 v = c_2 c_1 v = −c_1 c_2 v,

whereas moving the bit gives +c_1 c_2 v. The particle in mode 1 accounts for the difference.

## The sign from the anticommutation relations

Let the modes be numbered 0, …, M−1, with

c_i c_j + c_j c_i = 0,  a_i c_j + c_j a_i = δ_ij,  a_i v = 0.

For a set S of modes, let c_S be the product of its creators, increasing from left to right. Let q ∈ S and p ∉ S, let T be S with q replaced by p, and let m count the elements of S strictly between p and q. Then

c_p a_q c_S v = (−1)^m c_T v.

Write n_R(p) for the number of elements of a set R below p. If p ∉ R, moving c_p to its ordered place passes n_R(p) creators:

c_p c_R = (−1)^{n_R(p)} c_{R ∪ {p}}.  (1)

If q ∉ R, then a_q anticommutes with every creator in c_R and reaches the vacuum:

a_q c_R v = 0.  (2)

Now set R = S \ {q}. By (1), c_S = (−1)^{n_R(q)} c_q c_R. Since a_q c_q = 1 − c_q a_q, equation (2) gives

a_q c_S v = (−1)^{n_R(q)} c_R v.  (3)

Applying c_p and using (1) again,

c_p a_q c_S v = (−1)^{n_R(q) + n_R(p)} c_T v.

Neither p nor q lies in R, so the larger of the two counts exceeds the smaller by the number of elements of R strictly between p and q. That number is m, because removing q changes nothing strictly between. The exponent is therefore m plus an even number.

For a finite set of orthonormal spin orbitals, this is the sign that a single off-diagonal one-body term acquires in exact diagonalisation.

## Modes, strings and counts in Lean

The space `V` is any complex vector space, and operators are its linear endomorphisms, multiplied by composition.

```lean
import Mathlib

open Finset

namespace FermionHoppingSign

noncomputable section

variable {M : ℕ} {V : Type*} [AddCommGroup V] [Module ℂ V]
```

The structure holds the three relations above. It assumes no relations among annihilators, no inner product, and hence no adjointness between `a i` and `c i`. The vector `v` may even be zero, in which case the result is trivial.

```lean
/-- Creators `c` anticommute with each other, annihilators `a` and creators satisfy
`a i c j + c j a i = δ i j`, and every annihilator kills the vacuum `v`. -/
structure FermionModes (c a : Fin M → Module.End ℂ V) (v : V) : Prop where
  create_create : ∀ i j, c i * c j + c j * c i = 0
  annihilate_create : ∀ i j, a i * c j + c j * a i = if i = j then 1 else 0
  vacuum : ∀ i, a i v = 0
```

A bit string is a `Finset (Fin M)`, the set of its occupied modes. The empty string gives the identity operator.

```lean
/-- The product of the creators of the modes in `S`, in increasing order from left to right. -/
def creatorString (c : Fin M → Module.End ℂ V) (S : Finset (Fin M)) : Module.End ℂ V :=
  ((S.sort (· ≤ ·)).map c).prod
```

The next two definitions are n_S(p) and m.

```lean
/-- The number of occupied modes below `p`. -/
def occupiedBelow (S : Finset (Fin M)) (p : Fin M) : ℕ :=
  (S.filter (fun s => s < p)).card

/-- The number of occupied modes strictly between `p` and `q`, in either order. -/
def occupiedBetween (S : Finset (Fin M)) (p q : Fin M) : ℕ :=
  (S.filter (fun s => min p q < s ∧ s < max p q)).card
```

## Putting a creator in its place

A creator below all the others simply goes in front, and equal signs cancel.

```lean
lemma creatorString_insert (c : Fin M → Module.End ℂ V) {x : Fin M} {s : Finset (Fin M)}
    (h : ∀ y ∈ s, x < y) : creatorString c (insert x s) = c x * creatorString c s := by
  have hsort : (insert x s).sort (· ≤ ·) = x :: s.sort (· ≤ ·) := by
    apply Finset.sort_insert
    · exact fun b hb => (h b hb).le
    · exact fun hx => lt_irrefl x (h x hx)
  unfold creatorString
  rw [hsort, List.map_cons, List.prod_cons]

lemma sign_mul_self (n : ℕ) : (-1 : ℂ) ^ n * (-1) ^ n = 1 := by
  rw [← mul_pow]
  simp
```

Equation (1) is proved by induction, adding a new smallest mode `x` at each step. If p < x, the string is already ordered. If x < p, one anticommutation moves `c p` past `c x`, and the count rises by one.

```lean
/-- Creating a particle in an empty mode `p` gives the ordered string with `p` added, times
`-1` for each occupied mode below `p`. -/
theorem create_empty {c : Fin M → Module.End ℂ V}
    (hcc : ∀ i j, c i * c j + c j * c i = 0) {p : Fin M} (S : Finset (Fin M)) (hp : p ∉ S) :
    c p * creatorString c S = (-1 : ℂ) ^ occupiedBelow S p • creatorString c (insert p S) := by
  -- if `p` lies below every occupied mode, the string is already ordered
  have low : ∀ s : Finset (Fin M), (∀ y ∈ s, p < y) →
      c p * creatorString c s
        = (-1 : ℂ) ^ occupiedBelow s p • creatorString c (insert p s) := by
    intro s hs
    have h0 : occupiedBelow s p = 0 := by
      unfold occupiedBelow
      rw [Finset.card_eq_zero]
      exact Finset.filter_false_of_mem fun y hy => not_lt_of_ge (hs y hy).le
    rw [h0, pow_zero, one_smul, creatorString_insert c hs]
  revert hp
  refine Finset.induction_on_min S ?_ ?_
  · intro _
    exact low ∅ (by simp)
  · intro x s hx ih hp
    have hpx : p ≠ x := fun h => hp (by simp [h])
    have hps : p ∉ s := fun h => hp (Finset.mem_insert_of_mem h)
    have hxs : x ∉ s := fun h => lt_irrefl x (hx x h)
    rcases lt_or_gt_of_ne hpx with hlt | hgt
    · apply low
      intro y hy
      rcases Finset.mem_insert.1 hy with h | h
      · rw [h]; exact hlt
      · exact hlt.trans (hx y h)
    · -- otherwise move `c p` past the leftmost creator `c x`
      have hxp : x < p := hgt
      have hcount : occupiedBelow (insert x s) p = occupiedBelow s p + 1 := by
        unfold occupiedBelow
        rw [Finset.filter_insert, if_pos hxp, Finset.card_insert_of_notMem (by simp [hxs])]
      have hx' : ∀ y ∈ insert p s, x < y := by
        intro y hy
        rcases Finset.mem_insert.1 hy with h | h
        · rw [h]; exact hxp
        · exact hx y h
      calc c p * creatorString c (insert x s)
          = c p * (c x * creatorString c s) := by rw [creatorString_insert c hx]
        _ = -(c x * (c p * creatorString c s)) := by
            rw [← mul_assoc, ← mul_assoc, eq_neg_of_add_eq_zero_left (hcc p x), neg_mul]
        _ = _ := by
            rw [ih hps, Finset.insert_comm p x s, creatorString_insert c hx', hcount,
              pow_succ, mul_smul_comm]
            module
```

For an occupied mode, the string is rewritten with `c p` in front, and c_p² = 0 follows from 2c_p² = 0.

```lean
/-- Creating a particle in an occupied mode gives zero. -/
theorem create_occupied {c : Fin M → Module.End ℂ V}
    (hcc : ∀ i j, c i * c j + c j * c i = 0) {p : Fin M} {S : Finset (Fin M)} (hp : p ∈ S) :
    c p * creatorString c S = 0 := by
  have hsq : c p * c p = 0 := by
    have h : c p * c p = (1 / 2 : ℂ) • (c p * c p + c p * c p) := by module
    rw [h, hcc, smul_zero]
  have h := create_empty hcc (S.erase p) (Finset.notMem_erase p S)
  rw [Finset.insert_erase hp] at h
  have hS : creatorString c S
      = (-1 : ℂ) ^ occupiedBelow (S.erase p) p • (c p * creatorString c (S.erase p)) := by
    rw [h, smul_smul, sign_mul_self, one_smul]
  rw [hS, mul_smul_comm, ← mul_assoc, hsq, zero_mul, smul_zero]
```

## Removing a particle

These are equations (2) and (3). The first uses the same induction, with the vacuum condition as its base.

```lean
/-- Annihilating a particle in an empty mode gives zero. -/
theorem annihilate_empty {c a : Fin M → Module.End ℂ V} {v : V} (hf : FermionModes c a v)
    {q : Fin M} (S : Finset (Fin M)) (hq : q ∉ S) : a q (creatorString c S v) = 0 := by
  revert hq
  refine Finset.induction_on_min S ?_ ?_
  · intro _
    simpa [creatorString] using hf.vacuum q
  · intro x s hx ih hq
    have hqx : q ≠ x := fun h => hq (by simp [h])
    have h := LinearMap.congr_fun (hf.annihilate_create q x) (creatorString c s v)
    rw [if_neg hqx] at h
    simp only [LinearMap.add_apply, Module.End.mul_apply, LinearMap.zero_apply] at h
    rw [ih (fun h' => hq (Finset.mem_insert_of_mem h')), map_zero, add_zero] at h
    rw [creatorString_insert c hx, Module.End.mul_apply]
    exact h

/-- Annihilating the particle in mode `q` leaves the string of the other modes `S`, times
`-1` for each mode of `S` below `q`. -/
theorem annihilate_occupied {c a : Fin M → Module.End ℂ V} {v : V} (hf : FermionModes c a v)
    {q : Fin M} (S : Finset (Fin M)) (hq : q ∉ S) :
    a q (creatorString c (insert q S) v)
      = (-1 : ℂ) ^ occupiedBelow S q • creatorString c S v := by
  have hS : creatorString c (insert q S)
      = (-1 : ℂ) ^ occupiedBelow S q • (c q * creatorString c S) := by
    rw [create_empty hf.create_create S hq, smul_smul, sign_mul_self, one_smul]
  have h := LinearMap.congr_fun (hf.annihilate_create q q) (creatorString c S v)
  rw [if_pos rfl] at h
  simp only [LinearMap.add_apply, Module.End.mul_apply, Module.End.one_apply] at h
  rw [annihilate_empty hf S hq, map_zero, add_zero] at h
  rw [hS, LinearMap.smul_apply, map_smul, Module.End.mul_apply, h]
```

## Combining the two signs

`below_split` compares the counts below p and q, `sign_between` treats both orders of p and q, and `between_erase` passes from S \ {q} back to S.

```lean
lemma below_split {S : Finset (Fin M)} {p q : Fin M} (hpq : p < q) (hp : p ∉ S) :
    occupiedBelow S q = occupiedBelow S p + occupiedBetween S p q := by
  unfold occupiedBelow occupiedBetween
  rw [min_eq_left hpq.le, max_eq_right hpq.le]
  simp only [Finset.card_filter]
  rw [← Finset.sum_add_distrib]
  refine Finset.sum_congr rfl fun s hs => ?_
  have hne : (s : ℕ) ≠ p := fun h => hp (Fin.ext h ▸ hs)
  simp only [Fin.lt_def] at hpq ⊢
  split_ifs <;> omega

lemma sign_between {S : Finset (Fin M)} {p q : Fin M} (hpq : p ≠ q) (hp : p ∉ S) (hq : q ∉ S) :
    (-1 : ℂ) ^ occupiedBelow S q * (-1) ^ occupiedBelow S p
      = (-1) ^ occupiedBetween S p q := by
  rcases lt_or_gt_of_ne hpq with h | h
  · rw [below_split h hp, pow_add]
    linear_combination (-1 : ℂ) ^ occupiedBetween S p q * sign_mul_self (occupiedBelow S p)
  · have hsymm : occupiedBetween S q p = occupiedBetween S p q := by
      unfold occupiedBetween
      rw [min_comm, max_comm]
    rw [below_split h hq, hsymm, pow_add]
    linear_combination (-1 : ℂ) ^ occupiedBetween S p q * sign_mul_self (occupiedBelow S q)

lemma between_erase (S : Finset (Fin M)) (p q : Fin M) :
    occupiedBetween (S.erase q) p q = occupiedBetween S p q := by
  unfold occupiedBetween
  congr 1
  ext s
  simp only [Finset.mem_filter, Finset.mem_erase]
  constructor
  · rintro ⟨⟨_, hs⟩, h⟩
    exact ⟨hs, h⟩
  · rintro ⟨hs, h1, h2⟩
    refine ⟨⟨fun h => ?_, hs⟩, h1, h2⟩
    rw [h] at h1 h2
    rcases min_lt_iff.1 h1 with h3 | h3
    · rcases lt_max_iff.1 h2 with h4 | h4
      · exact lt_asymm h3 h4
      · exact lt_irrefl _ h4
    · exact lt_irrefl _ h3
```

In the main theorem, T appears as `insert p (S.erase q)`. The proof removes q, inserts p and multiplies the signs.

```lean
/-- Hopping from an occupied mode `q` to an empty mode `p` replaces `q` by `p` in the bit
string, times `-1` for each occupied mode strictly between them. -/
theorem hopping_sign {c a : Fin M → Module.End ℂ V} {v : V} (hf : FermionModes c a v)
    {S : Finset (Fin M)} {p q : Fin M} (hq : q ∈ S) (hp : p ∉ S) :
    (c p * a q) (creatorString c S v)
      = (-1 : ℂ) ^ occupiedBetween S p q • creatorString c (insert p (S.erase q)) v := by
  have hpq : p ≠ q := fun h => hp (h ▸ hq)
  have hq' : q ∉ S.erase q := Finset.notMem_erase q S
  have hp' : p ∉ S.erase q := fun h => hp (Finset.mem_of_mem_erase h)
  -- remove `q`, then insert `p`, and combine the two signs
  have h1 := annihilate_occupied hf (S.erase q) hq'
  rw [Finset.insert_erase hq] at h1
  have h2 := LinearMap.congr_fun (create_empty hf.create_create (S.erase q) hp') v
  rw [Module.End.mul_apply, LinearMap.smul_apply] at h2
  rw [Module.End.mul_apply, h1, map_smul, h2, smul_smul, sign_between hpq hp' hq',
    between_erase]
```

## Blocked hops and neighbouring modes

A hop onto a different, occupied mode vanishes, whether or not q is occupied.

```lean
/-- Hopping from `q` to a different mode `p` that is already occupied gives zero. -/
theorem hopping_blocked {c a : Fin M → Module.End ℂ V} {v : V} (hf : FermionModes c a v)
    {S : Finset (Fin M)} {p q : Fin M} (hp : p ∈ S) (hpq : p ≠ q) :
    (c p * a q) (creatorString c S v) = 0 := by
  rw [Module.End.mul_apply]
  by_cases hq : q ∈ S
  · have h1 := annihilate_occupied hf (S.erase q) (Finset.notMem_erase q S)
    rw [Finset.insert_erase hq] at h1
    have h2 := LinearMap.congr_fun
      (create_occupied hf.create_create (Finset.mem_erase.2 ⟨hpq, hp⟩)) v
    rw [Module.End.mul_apply, LinearMap.zero_apply] at h2
    rw [h1, map_smul, h2, smul_zero]
  · rw [annihilate_empty hf S hq, map_zero]
```

A hop from q to q + 1 has no mode in between, and so no sign. With M = 2 every hop is between neighbours and the sign never appears; three modes, as in the opening example, are the fewest that show it.

```lean
/-- Hopping from an occupied mode to the next mode, if that is empty, carries no sign. -/
theorem hopping_next {c a : Fin M → Module.End ℂ V} {v : V} (hf : FermionModes c a v)
    {S : Finset (Fin M)} {p q : Fin M} (hq : q ∈ S) (hp : p ∉ S) (hnext : (p : ℕ) = q + 1) :
    (c p * a q) (creatorString c S v) = creatorString c (insert p (S.erase q)) v := by
  have hqp : q < p := by rw [Fin.lt_def]; omega
  have h0 : occupiedBetween S p q = 0 := by
    unfold occupiedBetween
    rw [Finset.card_eq_zero, min_eq_right hqp.le, max_eq_left hqp.le]
    refine Finset.filter_false_of_mem fun s _ h => ?_
    simp only [Fin.lt_def] at h
    omega
  rw [hopping_sign hf hq hp, h0, pow_zero, one_smul]
```

## A realisation on the exterior algebra

The assumed relations are realised for every M, including M = 0, by wedge multiplication with basis vectors and contraction with coordinate functionals. The vacuum is the element 1, which is non-zero.

```lean
/-- Creation on the exterior algebra: the wedge product from the left with a basis vector. -/
def wedge (i : Fin M) : Module.End ℂ (ExteriorAlgebra ℂ (Fin M → ℂ)) :=
  LinearMap.mulLeft ℂ (ExteriorAlgebra.ι ℂ (Pi.single i (1 : ℂ)))

/-- Annihilation on the exterior algebra: contraction with a coordinate functional. -/
def contract (i : Fin M) : Module.End ℂ (ExteriorAlgebra ℂ (Fin M → ℂ)) :=
  CliffordAlgebra.contractLeft (Q := (0 : QuadraticForm ℂ (Fin M → ℂ)))
    (LinearMap.proj i : (Fin M → ℂ) →ₗ[ℂ] ℂ)

/-- Wedge products and contractions on the exterior algebra, with the non-zero vacuum `1`,
satisfy the relations for any number of modes. -/
theorem fermionModes_witness (M : ℕ) :
    FermionModes (wedge (M := M)) contract 1 ∧
      (1 : ExteriorAlgebra ℂ (Fin M → ℂ)) ≠ 0 := by
  refine ⟨⟨fun i j => LinearMap.ext fun x => ?_, fun i j => LinearMap.ext fun x => ?_,
    fun i => ?_⟩, one_ne_zero⟩
  · simp only [wedge, LinearMap.add_apply, Module.End.mul_apply, LinearMap.mulLeft_apply,
      LinearMap.zero_apply]
    rw [← mul_assoc, ← mul_assoc, ← add_mul, ExteriorAlgebra.ι_add_mul_swap, zero_mul]
  · simp only [wedge, contract, LinearMap.add_apply, Module.End.mul_apply,
      LinearMap.mulLeft_apply]
    rw [CliffordAlgebra.contractLeft_ι_mul, sub_add_cancel]
    by_cases h : i = j
    · subst h
      simp
    · simp [h]
  · unfold contract
    apply CliffordAlgebra.contractLeft_one

end

end FermionHoppingSign
```

```lean
#print axioms FermionHoppingSign.hopping_sign
#print axioms FermionHoppingSign.hopping_blocked
#print axioms FermionHoppingSign.hopping_next
```

```
'FermionHoppingSign.hopping_sign' depends on axioms: [propext, Classical.choice, Quot.sound]
'FermionHoppingSign.hopping_blocked' depends on axioms: [propext, Classical.choice, Quot.sound]
'FermionHoppingSign.hopping_next' depends on axioms: [propext, Classical.choice, Quot.sound]
```
